# A second-neighbour chain with t² + 4s(E + 2s) < 0 has exactly four Bloch factors, all nonreal and off the unit circle

Q: The stationary equation of an electron on an infinite chain, with first-neighbour hopping $t$ and second-neighbour hopping $s$, has evanescent solutions at energies $E$ outside the band. What does your formal statement take as a solution: an amplitude on the sites, or a root of an equation for the Bloch factor?

A: It defines both, without asking for decay, and proves that for nonzero $z$ the amplitude $z^n$ solves the chain exactly when $z$ is such a root. The file works over Mathlib, with $s,t,E$ real.

```lean
import Mathlib

open ComplexConjugate

namespace SecondNeighbourChain
```

The amplitude is a function `ψ : ℤ → ℂ` obeying the stationary equation at every site. The convention is one orbital per site, orthonormal orbitals, site energy zero, and hoppings entering with a plus sign.

```lean
/-- The amplitude `ψ` on the sites of an infinite chain satisfies the stationary equation at
energy `E`, with first-neighbour hopping `t` and second-neighbour hopping `s`. -/
def SolvesChain (s t E : ℝ) (ψ : ℤ → ℂ) : Prop :=
  ∀ n : ℤ, s * (ψ (n + 2) + ψ (n - 2)) + t * (ψ (n + 1) + ψ (n - 1)) = E * ψ n
```

The Bloch factor $z$ multiplies the amplitude from one site to the next.

```lean
/-- The nonzero complex Bloch factor `z` satisfies `s (z² + 1/z²) + t (z + 1/z) = E`. -/
def IsMode (s t E : ℝ) (z : ℂ) : Prop :=
  z ≠ 0 ∧ s * (z ^ 2 + z⁻¹ ^ 2) + t * (z + z⁻¹) = E
```

The condition `z ≠ 0` is needed because Lean sets $1/0=0$, so zero would otherwise count as a mode at $E=0$.

Q: And the link between the two?

A: Put $\psi_n=z^n$ into the chain equation and factor out $z^n$. What remains is $s(z^2+z^{-2})+t(z+z^{-1})=E$. Conversely, multiplying that equation by $z^n$ restores the chain equation at site $n$. In Lean, `e` is the factorisation, and site 0 gives the forward direction.

```lean
/-- For nonzero `z`, the amplitude `zⁿ` solves the chain exactly when `z` satisfies the
Bloch-factor equation. -/
theorem solvesChain_zpow_iff {s t E : ℝ} {z : ℂ} (h0 : z ≠ 0) :
    SolvesChain s t E (fun n => z ^ n) ↔ IsMode s t E z := by
  have e : ∀ n : ℤ, s * (z ^ (n + 2) + z ^ (n - 2)) + t * (z ^ (n + 1) + z ^ (n - 1))
      = z ^ n * (s * (z ^ 2 + z⁻¹ ^ 2) + t * (z + z⁻¹)) := by
    intro n
    have h2 : z ^ (2 : ℤ) = z ^ 2 := zpow_ofNat z 2
    rw [zpow_add₀ h0, zpow_add₀ h0, zpow_sub₀ h0, zpow_sub₀ h0, zpow_one, h2]
    ring
  refine ⟨fun h => ⟨h0, ?_⟩, fun h n => (e n).trans (by rw [h.2, mul_comm])⟩
  have h1 := (e 0).symm.trans (h 0)
  simpa only [zpow_zero, one_mul, mul_one] using h1
```

Q: Before more Lean, show me why there are four roots.

A: Let $w=z+1/z$. Since $z^2+z^{-2}=w^2-2$, the equation becomes $sw^2+tw=E+2s$. Multiply by $4s$ and add $t^2$:
$$(2sw+t)^2=D,\qquad D=t^2+4s(E+2s).$$
Suppose $D<0$. Then $s\neq0$, because $s=0$ would give $D=t^2\ge0$. Hence
$$w_\pm=\frac{-t\pm i\sqrt{-D}}{2s},$$
two distinct, nonreal, complex conjugate values. Each gives $z^2-wz+1=0$, whose two roots have product 1. Also
$$\operatorname{Im}w=\operatorname{Im}z\,\bigl(1-|z|^{-2}\bigr),$$
so a nonreal $w$ forces $z$ to be nonreal and off the unit circle.

If $z$ belongs to $w_+$, so does $1/z$, while $\bar z$ and $1/\bar z$ belong to $w_-$. Inverting and conjugating if necessary, choose $|z|<1$ and $\operatorname{Im}z>0$. Then $z\neq\bar z$, both lie inside the circle, and their distinct inverses lie outside. That makes exactly four.

Q: Where do those steps appear in the code?

A: First the symmetries. Conjugating the equation leaves its real coefficients alone, and inversion swaps its terms.

```lean
/-- The complex conjugate and the inverse of a mode are modes at the same energy. -/
theorem IsMode.conj_and_inv {s t E : ℝ} {z : ℂ} (h : IsMode s t E z) :
    IsMode s t E (conj z) ∧ IsMode s t E z⁻¹ := by
  obtain ⟨h0, h⟩ := h
  refine ⟨⟨by simpa using h0, ?_⟩, ⟨inv_ne_zero h0, ?_⟩⟩
  · have h1 := congrArg conj h
    simpa only [map_add, map_mul, map_pow, map_inv₀, Complex.conj_ofReal] using h1
  · rw [inv_inv]
    linear_combination h
```

Next comes the formula for $\operatorname{Im}w$, read as an equivalence.

```lean
/-- The sum `z + 1/z` is real exactly when `z` is real or lies on the unit circle
(physical domain `z ≠ 0`; at zero the inverse is read as zero). -/
theorem im_add_inv_eq_zero_iff (z : ℂ) : (z + z⁻¹).im = 0 ↔ z.im = 0 ∨ ‖z‖ = 1 := by
  have e : (z + z⁻¹).im = z.im * (1 - (‖z‖ ^ 2)⁻¹) := by
    rw [Complex.add_im, Complex.inv_im, Complex.normSq_eq_norm_sq]
    ring
  rw [e, mul_eq_zero, sub_eq_zero, eq_comm (a := (1 : ℝ)), inv_eq_one,
    pow_eq_one_iff_of_nonneg (norm_nonneg z) two_ne_zero]
```

Then the completed square. `linear_combination` checks that the identity follows from the mode equation and $z\cdot z^{-1}=1$.

```lean
/-- For a mode, `w = z + 1/z` satisfies `(2 s w + t)² = t² + 4 s (E + 2 s)`. -/
theorem IsMode.discriminant {s t E : ℝ} {z : ℂ} (h : IsMode s t E z) :
    (2 * s * (z + z⁻¹) + t) ^ 2 = ((t ^ 2 + 4 * s * (E + 2 * s) : ℝ) : ℂ) := by
  obtain ⟨h0, h⟩ := h
  have hz := mul_inv_cancel₀ h0
  generalize z⁻¹ = y at h hz ⊢
  push_cast
  linear_combination 4 * s * h + 8 * s ^ 2 * hz
```

The next lemma splits the square into real and imaginary parts. If $w$ is real, $D$ is a real square and cannot be negative. If $w$ is nonreal, the imaginary part forces $2s\operatorname{Re}w+t=0$, so $D=-(2s\operatorname{Im}w)^2<0$.

```lean
/-- With nonzero second-neighbour hopping, a mode is nonreal and off the unit circle exactly
when `t² + 4 s (E + 2 s)` is negative. -/
theorem IsMode.gap_iff {s t E : ℝ} {z : ℂ} (hs : s ≠ 0) (h : IsMode s t E z) :
    t ^ 2 + 4 * s * (E + 2 * s) < 0 ↔ z.im ≠ 0 ∧ ‖z‖ ≠ 1 := by
  have hsq := h.discriminant
  rw [← not_or, ← im_add_inv_eq_zero_iff]
  generalize z + z⁻¹ = w at hsq ⊢
  -- real and imaginary parts of the completed square
  have hre := congrArg Complex.re hsq
  have him := congrArg Complex.im hsq
  simp only [pow_two, Complex.add_re, Complex.add_im, Complex.mul_re, Complex.mul_im,
    Complex.ofReal_re, Complex.ofReal_im, Complex.re_ofNat, Complex.im_ofNat] at hre him
  constructor
  · intro hgap hw
    rw [hw] at hre
    nlinarith [sq_nonneg (2 * s * w.re + t)]
  · intro hw
    have h1 : (2 * s * w.re + t) * (4 * s * w.im) = 0 := by linear_combination him
    have h2 : 2 * s * w.re + t = 0 :=
      (mul_eq_zero.mp h1).resolve_right (mul_ne_zero (mul_ne_zero four_ne_zero hs) hw)
    have h3 : t ^ 2 + 4 * s * (E + 2 * s) = -(2 * s * w.im) ^ 2 := by
      linear_combination -hre + (2 * s * w.re + t) * h2
    have h4 : 0 < (2 * s * w.im) ^ 2 :=
      lt_of_le_of_ne (sq_nonneg _)
        (pow_ne_zero 2 (mul_ne_zero (mul_ne_zero two_ne_zero hs) hw)).symm
    linarith
```

Q: You call this `gap_iff`. Is $D<0$ the same as being in a gap?

A: No. A textbook gap lies between two bands, and this chain has only one band. With $D<0$ no mode has $|z|=1$, so $E$ lies outside that band: below it for $s>0$, above it for $s<0$. The converse fails: for $s=1$, $t=5$, $E=-8.1$, which is below the band, all four roots are real and $D>0$. Those roots are negative, so the decaying amplitudes simply alternate in sign from site to site. Here "gap" means the energies with $D<0$, where every mode grows or decays while its phase advances per site by an angle that is not a multiple of $\pi$.

Q: So far you assume a mode. What guarantees one?

A: The Mathlib theorem `IsAlgClosed.exists_pow_nat_eq`: in an algebraically closed field, every element has an $n$-th root for $n>0$. Used with $n=2$, it supplies $d$ with $d^2=D$, which fixes $w$ through $2sw+t=d$, and then $q$ with $q^2=w^2-4$. No branch of the square root has to be chosen. The numbers $(w+q)/2$ and $(w-q)/2$ have product 1 and sum $w$, so the first is a mode and the second its inverse.

```lean
/-- With nonzero second-neighbour hopping, a mode exists at every real energy. -/
theorem exists_mode {s : ℝ} (t E : ℝ) (hs : s ≠ 0) : ∃ z, IsMode s t E z := by
  have hs' : (s : ℂ) ≠ 0 := by exact_mod_cast hs
  -- first solve for w = z + 1/z, then for z
  obtain ⟨d, hd⟩ := IsAlgClosed.exists_pow_nat_eq
    ((t : ℂ) ^ 2 + 4 * s * (E + 2 * s)) (n := 2) two_pos
  obtain ⟨w, hw⟩ : ∃ w : ℂ, 2 * s * w + t = d :=
    ⟨(2 * (s : ℂ))⁻¹ * (d - t), by
      rw [mul_inv_cancel_left₀ (mul_ne_zero two_ne_zero hs'), sub_add_cancel]⟩
  have h4s : (4 : ℂ) * (s : ℂ) ≠ 0 := mul_ne_zero (by norm_num) hs'
  have hquad : (s : ℂ) * w ^ 2 + t * w = E + 2 * s := by
    apply mul_left_cancel₀ h4s
    linear_combination (2 * s * w + t + d) * hw + hd
  obtain ⟨q, hq⟩ := IsAlgClosed.exists_pow_nat_eq (w ^ 2 - 4) (n := 2) two_pos
  have hz : (w + q) / 2 * ((w - q) / 2) = 1 := by linear_combination -hq / 4
  refine ⟨(w + q) / 2, left_ne_zero_of_mul_eq_one hz, ?_⟩
  rw [inv_eq_of_mul_eq_one_right hz]
  linear_combination hquad + s / 2 * hq
```

For the count we also need that $w$ fixes $z$ up to inversion. Equal sums give $(x-y)(xy-1)=0$.

```lean
/-- For nonzero `x` and `y`, equal sums `x + 1/x = y + 1/y` force `x = y` or `x = 1/y`. -/
theorem eq_or_eq_inv {x y : ℂ} (hx : x ≠ 0) (hy : y ≠ 0) (h : x + x⁻¹ = y + y⁻¹) :
    x = y ∨ x = y⁻¹ := by
  have h1 : (x - y) * (x * y - 1) = 0 := by
    linear_combination x * y * h - y * mul_inv_cancel₀ hx + x * mul_inv_cancel₀ hy
  rcases mul_eq_zero.mp h1 with h2 | h2
  · exact Or.inl (sub_eq_zero.mp h2)
  · exact Or.inr (eq_inv_of_mul_eq_one_left (sub_eq_zero.mp h2))
```

Q: Now the main theorem, in words.

A: If $D<0$, there is a $z$ in the upper half plane and inside the unit circle such that the four listed numbers are pairwise distinct (`Nodup`), a complex number is a mode if and only if it is one of them, and every mode is nonreal and off the circle.

The proof selects $z$ as we did by hand. `hsep` separates numbers inside the circle from inverses of such numbers. For completeness, any mode $x$ has $2sw_x+t=\pm(2sw_z+t)$; `hcz` identifies the minus sign with $\bar z$, and the previous lemma finishes each case.

```lean
/-- If `t² + 4 s (E + 2 s) < 0`, the modes are exactly four distinct numbers `z`, `conj z`,
`1/z`, `1/conj z`, with `z` in the upper half plane and inside the unit circle; every mode is
nonreal and off the unit circle. -/
theorem gap_modes {s t E : ℝ} (hgap : t ^ 2 + 4 * s * (E + 2 * s) < 0) :
    ∃ z : ℂ, 0 < z.im ∧ ‖z‖ < 1 ∧ [z, conj z, z⁻¹, (conj z)⁻¹].Nodup ∧
      (∀ x, IsMode s t E x ↔ x = z ∨ x = conj z ∨ x = z⁻¹ ∨ x = (conj z)⁻¹) ∧
      ∀ x, IsMode s t E x → x.im ≠ 0 ∧ ‖x‖ ≠ 1 := by
  have hs : s ≠ 0 := by
    rintro rfl
    nlinarith [sq_nonneg t]
  have hoff : ∀ x, IsMode s t E x → x.im ≠ 0 ∧ ‖x‖ ≠ 1 := fun x hx => (hx.gap_iff hs).mp hgap
  -- inversion and conjugation bring a mode into the upper half of the unit disc
  obtain ⟨y, hy, hyn⟩ : ∃ y, IsMode s t E y ∧ ‖y‖ < 1 := by
    obtain ⟨y, hy⟩ := exists_mode t E hs
    rcases lt_or_gt_of_ne (hoff y hy).2 with h | h
    · exact ⟨y, hy, h⟩
    · exact ⟨y⁻¹, hy.conj_and_inv.2, by rw [norm_inv]; exact inv_lt_one_of_one_lt₀ h⟩
  obtain ⟨z, hz, hn, hi⟩ : ∃ z, IsMode s t E z ∧ ‖z‖ < 1 ∧ 0 < z.im := by
    rcases lt_or_gt_of_ne (hoff y hy).1 with h | h
    · exact ⟨conj y, hy.conj_and_inv.1, by rwa [RCLike.norm_conj],
        by rw [Complex.conj_im]; linarith⟩
    · exact ⟨y, hy, hyn, h⟩
  have hc := hz.conj_and_inv.1
  have hcn : ‖conj z‖ < 1 := by rwa [RCLike.norm_conj]
  have hne : z ≠ conj z := by
    intro h
    have h1 := congrArg Complex.im h
    rw [Complex.conj_im] at h1
    linarith
  have hsep : ∀ a b : ℂ, b ≠ 0 → ‖a‖ < 1 → ‖b‖ < 1 → a ≠ b⁻¹ := by
    intro a b hb ha hb1 h
    have h1 := (one_lt_inv₀ (norm_pos_iff.mpr hb)).mpr hb1
    rw [h, norm_inv] at ha
    linarith
  refine ⟨z, hi, hn, ?_, fun x => ⟨fun hx => ?_, ?_⟩, hoff⟩
  · simp only [List.nodup_cons, List.mem_cons, List.not_mem_nil, List.nodup_nil, or_false,
      not_or, not_false_eq_true, and_true]
    exact ⟨⟨hne, hsep _ _ hz.1 hn hn, hsep _ _ hc.1 hn hcn⟩,
      ⟨hsep _ _ hz.1 hcn hn, hsep _ _ hc.1 hcn hcn⟩, fun h => hne (inv_injective h)⟩
  · have h2s : (2 * s : ℂ) ≠ 0 := mul_ne_zero two_ne_zero (by exact_mod_cast hs)
    -- the two values of w are complex conjugates of each other
    have hcz : 2 * s * (conj z + (conj z)⁻¹) + t = -(2 * s * (z + z⁻¹) + t) := by
      rcases sq_eq_sq_iff_eq_or_eq_neg.mp (hc.discriminant.trans hz.discriminant.symm) with h | h
      · exfalso
        have h1 := congrArg Complex.im (mul_left_cancel₀ h2s (add_right_cancel h))
        rw [← map_inv₀, ← map_add, Complex.conj_im] at h1
        have h2 : (z + z⁻¹).im = 0 := by linarith
        exact ((im_add_inv_eq_zero_iff z).mp h2).elim (hoff z hz).1 (hoff z hz).2
      · exact h
    rcases sq_eq_sq_iff_eq_or_eq_neg.mp (hx.discriminant.trans hz.discriminant.symm) with h | h
    · have h1 := eq_or_eq_inv hx.1 hz.1 (mul_left_cancel₀ h2s (add_right_cancel h))
      tauto
    · have h1 := eq_or_eq_inv hx.1 hc.1
        (mul_left_cancel₀ h2s (add_right_cancel (h.trans hcz.symm)))
      tauto
  · rintro (rfl | rfl | rfl | rfl)
    · exact hz
    · exact hc
    · exact hz.conj_and_inv.2
    · exact hc.conj_and_inv.2
```

Q: I would want to see an actual oscillating wave.

A: Write $z=e^{-\kappa+i\theta}$, with $\kappa=-\ln|z|>0$ and $\theta=\arg z$ strictly between 0 and $\pi$. The chain equation has real coefficients, so the real part of $z^n$, namely $e^{-\kappa n}\cos(\theta n)$, solves it too. `hre` is this polar form, and the last lines take the real part of the equation.

```lean
/-- If `t² + 4 s (E + 2 s) < 0`, the chain has a real solution `exp(-κ n) cos(θ n)` with
`κ > 0` and `0 < θ < π`. -/
theorem oscillating_gap_state {s t E : ℝ} (hgap : t ^ 2 + 4 * s * (E + 2 * s) < 0) :
    ∃ κ θ : ℝ, 0 < κ ∧ 0 < θ ∧ θ < Real.pi ∧
      SolvesChain s t E (fun n => ((Real.exp (-κ * n) * Real.cos (θ * n) : ℝ) : ℂ)) := by
  obtain ⟨z, hi, hn, -, hall, -⟩ := gap_modes hgap
  have hz : IsMode s t E z := (hall z).mpr (Or.inl rfl)
  have hθ : 0 < z.arg := lt_of_le_of_ne (Complex.arg_nonneg_iff.mpr hi.le)
    (fun h => hi.ne' (Complex.arg_eq_zero_iff.mp h.symm).2)
  refine ⟨-Real.log ‖z‖, z.arg, neg_pos.mpr (Real.log_neg (norm_pos_iff.mpr hz.1) hn), hθ,
    Complex.arg_lt_pi_iff.mpr (Or.inr hi.ne'), fun n => ?_⟩
  -- the real part of zⁿ in polar form
  have hre : ∀ m : ℤ, (z ^ m).re
      = Real.exp (-(-Real.log ‖z‖) * m) * Real.cos (z.arg * m) := by
    intro m
    have e0 : z ^ m = Complex.exp (m * Complex.log z) := by
      rw [Complex.exp_int_mul, Complex.exp_log hz.1]
    have e1 : ((m : ℂ) * Complex.log z).re = -(-Real.log ‖z‖) * m := by
      simp [Complex.mul_re, Complex.log_re, mul_comm]
    have e2 : ((m : ℂ) * Complex.log z).im = z.arg * m := by
      simp [Complex.mul_im, Complex.log_im, mul_comm]
    rw [e0, Complex.exp_re, e1, e2]
  have h1 := congrArg Complex.re ((solvesChain_zpow_iff hz.1).mpr hz n)
  simp only [Complex.add_re, Complex.re_ofReal_mul, hre] at h1
  have h2 := congrArg Complex.ofReal h1
  simpa only [Complex.ofReal_add, Complex.ofReal_mul] using h2

end SecondNeighbourChain
```

```lean
#print axioms SecondNeighbourChain.IsMode.gap_iff
-- 'SecondNeighbourChain.IsMode.gap_iff' depends on axioms: [propext, Classical.choice, Quot.sound]
#print axioms SecondNeighbourChain.oscillating_gap_state
-- 'SecondNeighbourChain.oscillating_gap_state' depends on axioms: [propext, Classical.choice, Quot.sound]
```

Q: That wave grows to the left.

A: Yes, it is an unnormalisable solution on the infinite chain. The step to a real surface or contact is boundary matching: the conditions at the end of the lead decide which combination of the decaying modes, if any, is present, and no hypothesis here describes that end. For mode matching with this non-interacting, one-orbital lead, the result says that a solver should return two decaying and two growing factors whenever $D<0$.

Q: Could you have modelled the modes differently?

A: As roots of the quartic $sz^4+tz^3-Ez^2+tz+s$. For $s\neq0$ zero is never a root, so the separate condition on $z$ would go, and the degree would bound the count by four. Distinctness and position relative to the circle would still have to be proved, for instance by the argument through $w$.
